# At constant positive energy and Coulomb virial scaling, the moment of inertia grows beyond every bound

Q: Take a unit mass on a line, at $r(t)=\sqrt{1+t^2}$, repelled by the force $1/r^3$ with potential energy $U=1/(2r^2)$. Its energy is $E=\tfrac12$, and $I=r^2=1+t^2$ grows quadratically. What survives for many particles with Coulomb forces?

A: A lower bound, $I''\ge2E$, in place of an exact formula. The change of force law is responsible, not the number of particles. Let $i$ run over all Cartesian coordinates of all particles, with $m_i$ the mass of the particle that owns coordinate $i$. Then $I=\sum_i m_ix_i^2$ is the usual $\sum m\|x\|^2$ over particles.

```lean
import Mathlib

open Finset

namespace LagrangeJacobi

noncomputable section

/-! The index `i` runs over all Cartesian coordinates of all particles, and `m i` is the mass of
the particle to which coordinate `i` belongs. -/

variable {ι : Type*} [Fintype ι]

/-- The moment of inertia `∑ mᵢ xᵢ²` about the origin. -/
def inertia (m x : ι → ℝ) : ℝ := ∑ i, m i * x i ^ 2
```

The other quantities are the kinetic energy $K=\tfrac12\sum_i m_iv_i^2$, the virial $W=\sum_i x_iF_i$ and the rate $I'=2\sum_i x_im_iv_i$.

```lean
/-- The kinetic energy. -/
def kinetic (m v : ι → ℝ) : ℝ := (∑ i, m i * v i ^ 2) / 2

/-- The virial `∑ xᵢ Fᵢ` of the forces. -/
def virial (x F : ι → ℝ) : ℝ := ∑ i, x i * F i

/-- Twice the sum of the products of position and momentum. -/
def inertiaRate (m x v : ι → ℝ) : ℝ := 2 * ∑ i, x i * (m i * v i)
```

Q: Where is Newton's law?

A: In `IsOrbit`: for every $t\ge0$, $x_i'=v_i$ and $(m_iv_i)'=F_i$. An orbit that ends in a collision is therefore excluded. `HasDerivAt` is two-sided even at $t=0$, which is harmless: `IsOrbit` asks nothing at negative times, so $x_i$ and $v_i$ can each be continued there along their own tangent lines at $t=0$.

```lean
/-- Newton's equations for `t ≥ 0`: velocity is the rate of position, force that of momentum. -/
structure IsOrbit (m : ι → ℝ) (F x v : ℝ → ι → ℝ) : Prop where
  velocity : ∀ t, 0 ≤ t → ∀ i, HasDerivAt (fun s => x s i) (v t i) t
  newton : ∀ t, 0 ≤ t → ∀ i, HasDerivAt (fun s => m i * v s i) (F t i) t
```

Q: And the Lagrange-Jacobi identity?

A: Differentiate twice with the product rule:

$$I''=2\sum_i(m_iv_i^2+x_iF_i)=4K+2W.$$

The next two theorems do this coordinate by coordinate and then sum; `ring` collects the factors.

```lean
variable {m : ι → ℝ} {F x v : ℝ → ι → ℝ} {a E : ℝ} {U : ℝ → ℝ}

/-- The first time derivative of the moment of inertia along an orbit. -/
theorem inertia_hasDeriv (h : IsOrbit m F x v) (t : ℝ) (ht : 0 ≤ t) :
    HasDerivAt (fun s => inertia m (x s)) (inertiaRate m (x t) (v t)) t := by
  have key : ∀ i ∈ (univ : Finset ι), HasDerivAt (fun s => m i * x s i ^ 2)
      (2 * (x t i * (m i * v t i))) t := by
    intro i _
    have hx := h.velocity t ht i
    simp only [pow_two]
    exact ((hx.fun_mul hx).const_mul (m i)).congr_deriv (by ring)
  unfold inertia inertiaRate
  rw [mul_sum]
  exact HasDerivAt.fun_sum key

/-- Lagrange-Jacobi identity: along an orbit, for `t ≥ 0`, `inertiaRate` has derivative four times
the kinetic energy plus twice the virial. -/
theorem lagrange_jacobi (h : IsOrbit m F x v) (t : ℝ) (ht : 0 ≤ t) :
    HasDerivAt (fun s => inertiaRate m (x s) (v s))
      (4 * kinetic m (v t) + 2 * virial (x t) (F t)) t := by
  have key : ∀ i ∈ (univ : Finset ι), HasDerivAt (fun s => x s i * (m i * v s i))
      (m i * v t i ^ 2 + x t i * F t i) t := fun i _ =>
    ((h.velocity t ht i).fun_mul (h.newton t ht i)).congr_deriv (by ring)
  unfold inertiaRate kinetic virial
  refine ((HasDerivAt.fun_sum key).const_mul 2).congr_deriv ?_
  rw [sum_add_distrib]
  ring
```

Q: That holds for any force. Where does Coulomb enter?

A: Through $W=aU$ with $a=1$. The Coulomb energy is homogeneous of degree $-1$, so Euler's relation gives $\sum_i x_i\,\partial_iU=-U$, and $F_i=-\partial_iU$ turns this into $W=U$. The theorem allows $0<a\le2$. With $U=E-K$,

$$I''=4K+2a(E-K)=2aE+(4-2a)K\ge 2aE.$$

Integrating twice from $0$ gives $I'(t)\ge I'(0)+2aEt$, and then

$$I(t)\ge I(0)+I'(0)\,t+aEt^2.$$

Lean replaces the integrals by monotonicity: a function with nonnegative derivative never falls below its initial value. `quadratic_growth` applies this first to $I'-2aEt$, then to $I$ minus the linear and quadratic terms, with $c=aE$.

```lean
/-- A quantity with nonnegative rate for `t ≥ 0` never drops below its initial value. -/
theorem le_of_rate_nonneg {f f' : ℝ → ℝ} (hf : ∀ t, 0 ≤ t → HasDerivAt f (f' t) t)
    (h0 : ∀ t, 0 ≤ t → 0 ≤ f' t) {t : ℝ} (ht : 0 ≤ t) : f 0 ≤ f t := by
  have hin : ∀ s ∈ interior (Set.Ici (0 : ℝ)), 0 ≤ s := fun s hs =>
    Set.mem_Ici.1 (interior_subset hs)
  have hmono : MonotoneOn f (Set.Ici 0) := by
    refine monotoneOn_of_deriv_nonneg (convex_Ici 0)
      (fun s hs => (hf s hs).continuousAt.continuousWithinAt)
      (fun s hs => (hf s (hin s hs)).differentiableAt.differentiableWithinAt) (fun s hs => ?_)
    rw [(hf s (hin s hs)).deriv]
    exact h0 s (hin s hs)
  exact hmono (Set.mem_Ici.2 le_rfl) (Set.mem_Ici.2 ht) ht

/-- A quantity with second derivative at least `2c` for `t ≥ 0` lies, for those `t`, on or above the
parabola with the same initial value and rate and leading coefficient `c`. -/
theorem quadratic_growth {f g k : ℝ → ℝ} {c : ℝ} (hf : ∀ t, 0 ≤ t → HasDerivAt f (g t) t)
    (hg : ∀ t, 0 ≤ t → HasDerivAt g (k t) t) (hk : ∀ t, 0 ≤ t → 2 * c ≤ k t)
    {t : ℝ} (ht : 0 ≤ t) : f 0 + g 0 * t + c * t ^ 2 ≤ f t := by
  have d1 : ∀ r, 0 ≤ r → HasDerivAt (fun s => g s - 2 * c * s) (k r - 2 * c) r := fun r hr =>
    ((hg r hr).fun_sub ((hasDerivAt_id' r).const_mul (2 * c))).congr_deriv (by ring)
  have h1 : ∀ s, 0 ≤ s → g 0 + 2 * c * s ≤ g s := by
    intro s hs
    have p := le_of_rate_nonneg (f' := fun r => k r - 2 * c) d1
      (fun r hr => sub_nonneg.2 (hk r hr)) hs
    simp only [mul_zero, sub_zero] at p
    linarith
  have d2 : ∀ r, 0 ≤ r → HasDerivAt (fun s => f s - (g 0 * s + c * (s * s)))
      (g r - (g 0 + 2 * c * r)) r := fun r hr =>
    ((hf r hr).fun_sub (((hasDerivAt_id' r).const_mul (g 0)).fun_add
      (((hasDerivAt_id' r).fun_mul (hasDerivAt_id' r)).const_mul c))).congr_deriv (by ring)
  have p := le_of_rate_nonneg (f' := fun r => g r - (g 0 + 2 * c * r)) d2
    (fun r hr => sub_nonneg.2 (h1 r hr)) ht
  simp only [mul_zero, add_zero, sub_zero] at p
  linarith
```

Q: Does "unbounded" allow the cluster to keep coming back?

A: No. For any $C$ and $R$ there is a time $T$ after which $I>C$ always holds and some coordinate always exceeds $R$ in magnitude. Which coordinate it is may change with time.

To find $T$, put $B=I'(0)$ and choose $D$ at least as large as both $C$ and $\sum_i m_iR^2$. If $t\ge1$ and $aEt\ge|B|+|D|+1$, then

$$I(t)\ge t(aEt+B)\ge|D|+1>D.$$

If every $|x_i|$ were at most $R$, then $I\le\sum_i m_iR^2\le D$, a contradiction.

```lean
/-- At positive energy and virial `a U` with `0 < a ≤ 2` (Coulomb scaling is `a = 1`), the moment
of inertia eventually stays above any bound `C`, and from some time on there is always a
coordinate larger than `R` in magnitude. -/
theorem cluster_not_confined (hm : ∀ i, 0 < m i) (h : IsOrbit m F x v) (ha0 : 0 < a)
    (ha : a ≤ 2) (hpos : 0 < E) (hE : ∀ t, 0 ≤ t → kinetic m (v t) + U t = E)
    (hU : ∀ t, 0 ≤ t → virial (x t) (F t) = a * U t) (C R : ℝ) :
    ∃ T, 0 ≤ T ∧ ∀ t, T ≤ t → C < inertia m (x t) ∧ ∃ i, R < |x t i| := by
  have hc : 0 < a * E := mul_pos ha0 hpos
  have nonneg : ∀ y : ι → ℝ, 0 ≤ ∑ i, m i * y i ^ 2 :=
    fun y => sum_nonneg fun i _ => mul_nonneg (hm i).le (sq_nonneg _)
  -- the second derivative of the moment of inertia is at least `2 a E`
  have hk : ∀ s, 0 ≤ s → 2 * (a * E) ≤ 4 * kinetic m (v s) + 2 * virial (x s) (F s) := by
    intro s hs
    have hK : 0 ≤ kinetic m (v s) := by
      unfold kinetic
      exact div_nonneg (nonneg _) zero_le_two
    rw [hU s hs, ← hE s hs]
    linarith [mul_nonneg (sub_nonneg.2 ha) hK]
  obtain ⟨B, low⟩ : ∃ B, ∀ t, 0 ≤ t → B * t + a * E * t ^ 2 ≤ inertia m (x t) := by
    refine ⟨inertiaRate m (x 0) (v 0), fun t ht => ?_⟩
    have h0 : 0 ≤ inertia m (x 0) := by
      unfold inertia
      exact nonneg _
    have := quadratic_growth (inertia_hasDeriv h) (lagrange_jacobi h) hk ht
    linarith
  obtain ⟨D, hC, hD⟩ : ∃ D, C ≤ D ∧ ∑ i, m i * R ^ 2 ≤ D :=
    ⟨max C (∑ i, m i * R ^ 2), le_max_left _ _, le_max_right _ _⟩
  -- the quadratic term wins over the linear one
  refine ⟨max 1 ((|B| + |D| + 1) / (a * E)), zero_le_one.trans (le_max_left _ _),
    fun t hT => ?_⟩
  have h1 : 1 ≤ t := (le_max_left _ _).trans hT
  have h2 : |B| + |D| + 1 ≤ t * (a * E) := (div_le_iff₀ hc).1 ((le_max_right _ _).trans hT)
  have h3 : |D| + 1 ≤ t * (a * E) + B := by linarith [neg_abs_le B]
  have h4 := h3.trans (le_mul_of_one_le_left (by linarith [abs_nonneg D]) h1)
  have hI : D < inertia m (x t) := by
    linarith [low t (zero_le_one.trans h1), le_abs_self D]
  refine ⟨hC.trans_lt hI, ?_⟩
  by_contra hcon
  have hR : ∀ i, x t i ^ 2 ≤ R ^ 2 := fun i => by
    rw [← sq_abs (x t i)]
    exact pow_le_pow_left₀ (abs_nonneg _) (not_lt.1 fun hi => hcon ⟨i, hi⟩) 2
  unfold inertia at hI
  exact not_le_of_gt (hD.trans_lt hI)
    (sum_le_sum fun i _ => mul_le_mul_of_nonneg_left (hR i) (hm i).le)
```

Q: `U` is just a function of time there. Is that still physics?

A: It is weaker input than a potential. Energy conservation (`hE`) and the virial relation (`hU`) are assumed along the orbit; physically they stand for time-independent conservative forces and a homogeneous potential. One could model point charges explicitly, with $U$ a sum over pairs and $F$ its negative gradient. Both hypotheses would then be derived for collision-free orbits, but the statement would cover only that force law.

Q: Does positive energy mean that the cluster breaks up?

A: Not by itself. $E$ includes centre-of-mass motion, so a bound cluster can satisfy the conclusion by drifting away. To address break-up, use the centre-of-mass frame and the internal energy.

Q: And my single mass?

A: It is checked as an example with $a=2$, where $4-2a=0$ and $I''=4E=2$ exactly. The proof differentiates $\sqrt{1+t^2}$ and its velocity $t/r$, then verifies the energy and the virial.

```lean
/-- The trajectory `√(1+t²)`. -/
def rad (t : ℝ) : ℝ := Real.sqrt (1 + t ^ 2)

/-- A unit mass on the trajectory `r = √(1+t²)` under the force `1/r³` obeys Newton's equations;
with potential energy `U = 1/(2r²)` its energy is `1/2` and its virial is `2U`. -/
theorem inverse_square_witness :
    IsOrbit (fun _ : Fin 1 => (1 : ℝ)) (fun t _ => 1 / rad t ^ 3) (fun t _ => rad t)
      (fun t _ => t / rad t) ∧
    ∀ t : ℝ, kinetic (fun _ : Fin 1 => (1 : ℝ)) (fun _ => t / rad t) + 1 / (2 * rad t ^ 2)
        = 1 / 2 ∧
      virial (fun _ : Fin 1 => rad t) (fun _ => 1 / rad t ^ 3) = 2 * (1 / (2 * rad t ^ 2)) := by
  have pos : ∀ t : ℝ, 0 < 1 + t ^ 2 := fun t => by positivity
  have ne : ∀ t, rad t ≠ 0 := fun t => (Real.sqrt_pos.2 (pos t)).ne'
  have e : ∀ t, rad t ^ 2 = 1 + t ^ 2 := fun t => Real.sq_sqrt (pos t).le
  have hx : ∀ t, HasDerivAt (fun s => rad s) (t / rad t) t := by
    intro t
    have h1 : HasDerivAt (fun s : ℝ => 1 + s ^ 2) (2 * t) t :=
      ((hasDerivAt_pow 2 t).const_add 1).congr_deriv (by norm_num)
    unfold rad
    exact (h1.sqrt (pos t).ne').congr_deriv (mul_div_mul_left _ _ two_ne_zero)
  have hv : ∀ t, HasDerivAt (fun s => s / rad s) (1 / rad t ^ 3) t := by
    intro t
    refine ((hasDerivAt_id' t).fun_div (hx t) (ne t)).congr_deriv ?_
    have k : t / rad t * rad t = t := div_mul_cancel₀ t (ne t)
    rw [div_eq_div_iff (pow_ne_zero 2 (ne t)) (pow_ne_zero 3 (ne t))]
    linear_combination (-t * rad t ^ 2) * k + rad t ^ 2 * e t
  refine ⟨⟨fun t _ _ => (hx t), fun t _ _ => ?_⟩, fun t => ⟨?_, ?_⟩⟩
  · simp only [one_mul]
    exact hv t
  · simp only [kinetic, univ_unique, sum_singleton, one_mul]
    have s : (t / rad t) ^ 2 / 2 + 1 / (2 * rad t ^ 2) = (1 + t ^ 2) / rad t ^ 2 / 2 := by ring
    rw [s, ← e t, div_self (pow_ne_zero 2 (ne t))]
  · simp only [virial, univ_unique, sum_singleton]
    have := ne t
    field_simp

end

end LagrangeJacobi
```

```lean
#print axioms LagrangeJacobi.cluster_not_confined
-- 'LagrangeJacobi.cluster_not_confined' depends on axioms: [propext, Classical.choice, Quot.sound]
```

Q: Where would I meet this in a simulation?

A: In classical molecular dynamics of an isolated, purely Coulombic cluster with open boundaries and no thermostat, positive energy rules out permanent confinement. A code can accumulate $I$ from unwrapped coordinates and compare its second finite difference, divided by the square of the sampling interval, with $4K+2W$, which for this force law equals $2K+2E$. Agreement is limited by the time step and, when the step is very small, by rounding. Adding Lennard-Jones terms leaves the identity intact but generally spoils $W=U$, and with it this bound.
